# Harmonic ring strain at fixed angle sum: positive bending constants share the misfit in inverse proportion

**Q:** You represent a ring by a finite list of real angles restricted only by their sum. Is that still a ring?

**A:** It is the part of ring closure that angles alone express. A planar ring of $n$ atoms has interior angles summing to $(n-2)\pi$. Given bond lengths would restrict the angles further, and an angle should lie in a physical range; neither condition is imposed. Each angle $x_i$ has an ideal value $t_i$ and a bending constant $k_i>0$, and the sum is a prescribed number $S$. The energy is $E(x)=\sum_i k_i(x_i-t_i)^2/2$, without stretching, torsion or coupling between angles.

**Q:** What would you expect at the minimum?

**A:** Move a small angle $\varepsilon$ from site $j$ to site $i$. The sum is unchanged, and to first order the energy changes by $\varepsilon[k_i(x_i-t_i)-k_j(x_j-t_j)]$. At a minimum this vanishes, so all the products $k_i(x_i-t_i)$ equal one number $\tau$. I call $\tau$ the torque; the restoring torque is its negative. Then $x_i=t_i+\tau/k_i$, and summing gives $S=\sum_i t_i+\tau c$ with the compliance $c=\sum_i 1/k_i$. With the misfit $d=S-\sum_i t_i$ we get $\tau=d/c$, and the candidate is

$$r_i=t_i+\frac{d}{k_i c}.$$

**Q:** How do these quantities appear in Lean?

**A:** The finite type `ι` labels the angles, and `k`, `t` and `x` are real functions on it. The energy, $d$, $c$ and $r$ are explicit definitions, so minimality is not built into the word "relaxed".

```lean
import Mathlib

open Finset

namespace RingStrain

noncomputable section

variable {ι : Type*} [Fintype ι]

/-- Harmonic bending energy of the angles `x` with bending constants `k` and ideal angles `t`. -/
def bendEnergy (k t x : ι → ℝ) : ℝ := ∑ i, k i * (x i - t i) ^ 2 / 2

/-- Angular misfit: the prescribed sum of the angles minus the sum of the ideal angles. -/
def misfit (t : ι → ℝ) (S : ℝ) : ℝ := S - ∑ i, t i

/-- Total compliance of the ring, the sum of the inverse bending constants, for nonzero
constants. -/
def compliance (k : ι → ℝ) : ℝ := ∑ i, 1 / k i

/-- Relaxed geometry: the misfit is shared among the angles in proportion to `1 / k i`.
The domain is nonzero bending constants with nonzero total compliance. -/
def relaxed (k t : ι → ℝ) (S : ℝ) (i : ι) : ℝ :=
  t i + misfit t S / (k i * compliance k)
```

**Q:** Where does positivity of the constants enter?

**A:** As the hypothesis `hk`, which says that every angle resists bending in both directions. With `Nonempty ι`, meaning at least one angle, it gives $c>0$.

```lean
variable {k : ι → ℝ}

/-- A ring with at least one angle and positive bending constants has positive compliance. -/
theorem compliance_pos [Nonempty ι] (hk : ∀ i, 0 < k i) : 0 < compliance k :=
  Finset.sum_pos (fun i _ => one_div_pos.mpr (hk i)) Finset.univ_nonempty
```

**Q:** Does the candidate have the right angle sum?

**A:** Yes: $\sum_i r_i=\sum_i t_i+(d/c)\sum_i 1/k_i=\sum_i t_i+d=S$. The proof rewrites each term in this form, pulls out $d/c$ and cancels $c$.

```lean
/-- For positive bending constants and at least one angle, the relaxed angles have the
prescribed sum `S`. -/
theorem sum_relaxed [Nonempty ι] (hk : ∀ i, 0 < k i) (t : ι → ℝ) (S : ℝ) :
    ∑ i, relaxed k t S i = S := by
  have hc := (compliance_pos hk).ne'
  have h : ∀ i, relaxed k t S i = t i + misfit t S / compliance k * (1 / k i) := by
    intro i
    unfold relaxed
    ring
  rw [Finset.sum_congr rfl (fun i _ => h i), Finset.sum_add_distrib, ← Finset.mul_sum]
  change _ + misfit t S / compliance k * compliance k = S
  rw [div_mul_cancel₀ _ hc]
  unfold misfit
  ring
```

**Q:** And the equal torques?

**A:** Cancelling $k_i$ in $k_i(r_i-t_i)$ leaves $d/c$ at every angle.

```lean
/-- For positive bending constants, the product of bending constant and deformation has the
same value, misfit over compliance, at every angle of the relaxed geometry. -/
theorem torque_relaxed (hk : ∀ i, 0 < k i) (t : ι → ℝ) (S : ℝ) (i : ι) :
    k i * (relaxed k t S i - t i) = misfit t S / compliance k := by
  rw [relaxed, add_sub_cancel_left, ← mul_div_assoc, mul_div_mul_left _ _ (hk i).ne']
```

The converse follows the derivation above: equal torques and the prescribed sum determine $\tau$, and hence the geometry.

```lean
/-- For positive bending constants, a geometry with angle sum `S` whose angles all carry the
same torque `τ` is the relaxed geometry. -/
theorem eq_relaxed_of_equal_torque [Nonempty ι] (hk : ∀ i, 0 < k i) (t x : ι → ℝ)
    (S τ : ℝ) (hx : ∑ i, x i = S) (hτ : ∀ i, k i * (x i - t i) = τ) :
    x = relaxed k t S := by
  have hc := (compliance_pos hk).ne'
  have h : ∀ i, x i = t i + τ * (1 / k i) := by
    intro i
    rw [← hτ i, mul_one_div, mul_div_cancel_left₀ _ (hk i).ne']
    ring
  -- the prescribed angle sum fixes the torque
  have hd : misfit t S = τ * compliance k := by
    unfold misfit compliance
    rw [← hx, Finset.sum_congr rfl (fun i _ => h i), Finset.sum_add_distrib,
      ← Finset.mul_sum]
    ring
  funext i
  rw [h i, relaxed, hd, mul_div_mul_right _ _ hc, mul_one_div]
```

**Q:** Equal torques only make it stationary. Why is it a minimum?

**A:** Write $x_i-t_i=(r_i-t_i)+(x_i-r_i)$ and square:

$$\frac{k_i(x_i-t_i)^2}{2}=\frac{k_i(r_i-t_i)^2}{2}+\frac{k_i(x_i-r_i)^2}{2}+\frac dc(x_i-r_i).$$

The last term uses the common torque. Its sum is $(d/c)(S-S)=0$, so $E(x)$ is $E(r)$ plus a harmonic energy about $r$. In Lean, `linear_combination` proves the identity for one angle from `torque_relaxed`, and the sum rules remove the cross term.

```lean
/-- For positive bending constants, the energy of any geometry with angle sum `S` is the relaxed
energy plus a harmonic energy of the displacements from the relaxed geometry. -/
theorem energy_decomposition [Nonempty ι] (hk : ∀ i, 0 < k i) (t x : ι → ℝ) (S : ℝ)
    (hx : ∑ i, x i = S) :
    bendEnergy k t x = bendEnergy k t (relaxed k t S) + bendEnergy k (relaxed k t S) x := by
  have h : ∀ i, k i * (x i - t i) ^ 2 / 2 =
      k i * (relaxed k t S i - t i) ^ 2 / 2 + k i * (x i - relaxed k t S i) ^ 2 / 2
        + misfit t S / compliance k * (x i - relaxed k t S i) := by
    intro i
    linear_combination (x i - relaxed k t S i) * torque_relaxed hk t S i
  -- the cross term vanishes because both geometries have the same angle sum
  unfold bendEnergy
  rw [Finset.sum_congr rfl (fun i _ => h i), Finset.sum_add_distrib,
    Finset.sum_add_distrib, ← Finset.mul_sum, Finset.sum_sub_distrib, hx,
    sum_relaxed hk, sub_self, mul_zero, add_zero]
```

**Q:** What is the energy at $r$?

**A:** Angle $i$ stores

$$\frac{k_i}{2}\left(\frac{d}{k_i c}\right)^2=\frac{1/k_i}{c}\cdot\frac{d^2}{2c}.$$

```lean
/-- For positive bending constants, angle `i` of the relaxed ring stores the fraction
`(1 / k i) / c` of the energy `d ^ 2 / (2 * c)`, with misfit `d` and compliance `c`. -/
theorem energy_share (hk : ∀ i, 0 < k i) (t : ι → ℝ) (S : ℝ) (i : ι) :
    k i * (relaxed k t S i - t i) ^ 2 / 2 =
      1 / k i / compliance k * (misfit t S ^ 2 / (2 * compliance k)) := by
  have : Nonempty ι := ⟨i⟩
  have hc := (compliance_pos hk).ne'
  have hi := (hk i).ne'
  rw [relaxed, add_sub_cancel_left]
  field_simp
```

The fractions $(1/k_i)/c$ add up to one, so $E(r)=d^2/(2c)$.

**Q:** Then what exactly does the main theorem say?

**A:** It has three parts: $r$ has angle sum $S$, its energy is $d^2/(2c)$, and every different $x$ with the same sum has strictly higher energy. The strict inequality gives uniqueness. For a single angle there is no different $x$, and the last part holds trivially.

The proof sums the shares to get the energy. If $x\ne r$, `Function.ne_iff` supplies an angle where they differ. That angle contributes a positive term to the harmonic remainder, the others contribute nonnegative ones, and the decomposition finishes the argument.

```lean
/-- Ring strain: for at least one angle and positive bending constants, the relaxed geometry has
angle sum `S` and energy `d ^ 2 / (2 * c)`, with misfit `d` and compliance `c`, and every other
geometry with angle sum `S` has strictly higher energy. -/
theorem ring_strain_minimum [Nonempty ι] (hk : ∀ i, 0 < k i) (t : ι → ℝ) (S : ℝ) :
    ∑ i, relaxed k t S i = S ∧
    bendEnergy k t (relaxed k t S) = misfit t S ^ 2 / (2 * compliance k) ∧
    ∀ x : ι → ℝ, ∑ i, x i = S → x ≠ relaxed k t S →
      misfit t S ^ 2 / (2 * compliance k) < bendEnergy k t x := by
  have hE : bendEnergy k t (relaxed k t S) = misfit t S ^ 2 / (2 * compliance k) := by
    unfold bendEnergy
    rw [Finset.sum_congr rfl (fun i _ => energy_share hk t S i), ← Finset.sum_mul,
      ← Finset.sum_div]
    change compliance k / compliance k * _ = _
    rw [div_self (compliance_pos hk).ne', one_mul]
  refine ⟨sum_relaxed hk t S, hE, fun x hx hne => ?_⟩
  obtain ⟨i, hi⟩ := Function.ne_iff.mp hne
  -- a displaced angle costs a positive harmonic energy
  have hsq : 0 < (x i - relaxed k t S i) ^ 2 :=
    lt_of_le_of_ne (sq_nonneg _) (Ne.symm (pow_ne_zero 2 (sub_ne_zero.mpr hi)))
  have hpos : 0 < bendEnergy k (relaxed k t S) x := by
    unfold bendEnergy
    refine Finset.sum_pos' (fun j _ => ?_) ⟨i, Finset.mem_univ i, ?_⟩
    · have := hk j
      positivity
    · exact div_pos (mul_pos (hk i) hsq) two_pos
  rw [energy_decomposition hk t x S hx, hE]
  linarith
```

**Q:** Would nonzero constants with positive compliance be enough?

**A:** No. Take two angles with $k=(1,-2)$, $t=(0,0)$ and $S=0$. Then $c=1/2$ and $r=(0,0)$ with energy $0$, but $x=(a,-a)$ has energy $a^2/2-a^2=-a^2/2$, which is negative for $a\neq0$ and has no lower bound.

**Q:** People say that soft angles absorb most of the strain. Is that what you proved?

**A:** Only in a comparison of individual angles. If $d\neq0$ and $k_i<k_j$, angle $i$ is deformed strictly more, because $|d|/(k_i c)>|d|/(k_j c)$; the proof compares these two fractions. Many stiff angles can still outweigh one soft angle: with constants $1,2,2,2$ the soft one stores only $40\%$ of the energy.

```lean
/-- For positive bending constants and nonzero misfit, the softer of two angles is deformed
strictly more in the relaxed ring. -/
theorem softer_deforms_more (hk : ∀ i, 0 < k i) (t : ι → ℝ) (S : ℝ)
    (hd : misfit t S ≠ 0) {i j : ι} (hij : k i < k j) :
    |relaxed k t S j - t j| < |relaxed k t S i - t i| := by
  have : Nonempty ι := ⟨i⟩
  have hc := compliance_pos hk
  simp only [relaxed, add_sub_cancel_left]
  rw [abs_div, abs_div, abs_of_pos (mul_pos (hk j) hc), abs_of_pos (mul_pos (hk i) hc)]
  exact div_lt_div_of_pos_left (abs_pos.mpr hd) (mul_pos (hk i) hc)
    (mul_lt_mul_of_pos_right hij hc)
```

**Q:** Does the common torque have a meaning for the ring as a whole?

**A:** It is the rate at which the minimum energy changes with the prescribed sum: $\frac{d}{dS}\frac{(S-\sum_i t_i)^2}{2c}=\frac dc$, where the first $d$ belongs to the derivative and the last is the misfit. Lean replaces the relaxed energy by this quadratic and differentiates it.

```lean
/-- For at least one angle and positive bending constants, the derivative of the relaxed energy
with respect to the prescribed angle sum is misfit over compliance. -/
theorem hasDerivAt_relaxed_energy [Nonempty ι] (hk : ∀ i, 0 < k i) (t : ι → ℝ) (S : ℝ) :
    HasDerivAt (fun s => bendEnergy k t (relaxed k t s)) (misfit t S / compliance k) S := by
  have h : (fun s => bendEnergy k t (relaxed k t s)) =
      fun s => (s - ∑ i, t i) ^ 2 / (2 * compliance k) :=
    funext fun s => (ring_strain_minimum hk t s).2.1
  rw [h]
  refine ((((hasDerivAt_id' S).sub_const _).fun_pow 2).div_const _).congr_deriv ?_
  unfold misfit
  simp only [Nat.reduceSub, Nat.cast_ofNat, pow_one, mul_one]
  ring
```

**Q:** Can you recover the textbook picture of a strained planar ring?

**A:** For its angle-bending part, yes. Let all $n\ge3$ angles have constant $\kappa>0$ and ideal value $\theta$, in radians. Then $d=(n-2)\pi-n\theta$ and $c=n/\kappa$, so

$$\frac{d^2}{2c}=\frac{n\kappa}{2}\left(\frac{(n-2)\pi}{n}-\theta\right)^2.$$

The proof inserts these values into the main theorem and simplifies. This is Baeyer's angle strain in harmonic form; a real ring of four or more atoms can also pucker, which changes the angle sum.

```lean
/-- A planar ring of `n ≥ 3` angles, each with ideal angle `θ` and bending constant `κ > 0`, and
with angle sum `(n - 2) π`, has the relaxed energy of `n` angles bent from `θ` to `(n - 2) π / n`.
-/
theorem planar_ring_energy (n : ℕ) (hn : 3 ≤ n) (κ θ : ℝ) (hκ : 0 < κ) :
    bendEnergy (fun _ : Fin n => κ) (fun _ => θ)
      (relaxed (fun _ => κ) (fun _ => θ) (((n : ℝ) - 2) * Real.pi)) =
      n * κ / 2 * (((n : ℝ) - 2) * Real.pi / n - θ) ^ 2 := by
  have : Nonempty (Fin n) := ⟨⟨0, by omega⟩⟩
  have hn0 : (n : ℝ) ≠ 0 := Nat.cast_ne_zero.mpr (by omega)
  have hκ0 := hκ.ne'
  have e : ((n : ℝ) - 2) * Real.pi / n - θ = (((n : ℝ) - 2) * Real.pi - n * θ) / n := by
    rw [sub_div, mul_div_cancel_left₀ _ hn0]
  rw [(ring_strain_minimum (k := fun _ : Fin n => κ) (fun _ => hκ) _ _).2.1, e]
  simp only [misfit, compliance, Finset.sum_const, Finset.card_univ, Fintype.card_fin,
    nsmul_eq_mul]
  generalize ((n : ℝ) - 2) * Real.pi - n * θ = D
  field_simp

end

end RingStrain
```

**Q:** What use is this in a structure optimization?

**A:** For a force field with uncoupled harmonic angle terms, $d^2/(2c)$ is a lower bound on the bending energy of a ring with fixed angle sum, since any further closure conditions only remove geometries from the comparison.

```lean
#print axioms RingStrain.ring_strain_minimum
#print axioms RingStrain.softer_deforms_more
#print axioms RingStrain.hasDerivAt_relaxed_energy
#print axioms RingStrain.planar_ring_energy
```

```
'RingStrain.ring_strain_minimum' depends on axioms: [propext, Classical.choice, Quot.sound]
'RingStrain.softer_deforms_more' depends on axioms: [propext, Classical.choice, Quot.sound]
'RingStrain.hasDerivAt_relaxed_energy' depends on axioms: [propext, Classical.choice, Quot.sound]
'RingStrain.planar_ring_energy' depends on axioms: [propext, Classical.choice, Quot.sound]
```
